# In a region of positive classical momentum, the first-order WKB wave exactly solves a Schrödinger equation with a corrected potential

To ask which equation a WKB wave solves exactly where a particle's classical momentum $p(x)$ is positive and twice differentiable, the action $S$ in its phase is taken here to be any function with slope $p$ on an open region $U$ of the line, not a particular integral of $p$.

In Lean 4 with Mathlib:

```lean
import Mathlib

open Complex ComplexConjugate Topology

namespace WKBResidual

noncomputable section

/-- An open region `U` of the line with positive, twice differentiable classical momentum `p`
(first and second derivatives `p₁` and `p₂`) and an action `S` whose slope is `p`. -/
structure AllowedRegion (U : Set ℝ) (p p₁ p₂ S : ℝ → ℝ) : Prop where
  isOpen : IsOpen U
  pos : ∀ x ∈ U, 0 < p x
  deriv_p : ∀ x ∈ U, HasDerivAt p (p₁ x) x
  deriv_p₁ : ∀ x ∈ U, HasDerivAt p₁ (p₂ x) x
  deriv_S : ∀ x ∈ U, HasDerivAt S (p x) x

/-- The WKB amplitude `R = p^(-1/2)`, meant for `p > 0`. -/
def amplitude (p : ℝ → ℝ) (x : ℝ) : ℝ := (√(p x))⁻¹

/-- The WKB wave function `ψ = R exp(iS/ℏ)`, meant for `p > 0` and `ℏ ≠ 0`. -/
def wkb (ℏ : ℝ) (p S : ℝ → ℝ) (x : ℝ) : ℂ :=
  (amplitude p x : ℂ) * exp (((S x / ℏ : ℝ) : ℂ) * I)

/-- The WKB residual `R''/R`, meant for twice differentiable `p > 0`. -/
def residual (p : ℝ → ℝ) (x : ℝ) : ℝ :=
  deriv (deriv (amplitude p)) x / amplitude p x

variable {U : Set ℝ} {p p₁ p₂ S : ℝ → ℝ} {x : ℝ}

/-- In an allowed region the ratio `p'/(2p)` has derivative `p''/(2p) - p'²/(2p²)`. -/
theorem hasDerivAt_slope (h : AllowedRegion U p p₁ p₂ S) (hx : x ∈ U) :
    HasDerivAt (fun y => p₁ y / (2 * p y))
      (p₂ x / (2 * p x) - p₁ x ^ 2 / (2 * p x ^ 2)) x := by
  have hp : p x ≠ 0 := (h.pos x hx).ne'
  have h2 : HasDerivAt (fun y => 2 * p y) (2 * p₁ x) x := (h.deriv_p x hx).const_mul 2
  refine ((h.deriv_p₁ x hx).fun_div h2 (mul_ne_zero two_ne_zero hp)).congr_deriv ?_
  field_simp

/-- In an allowed region the amplitude obeys the transport equation `R' = -(p'/(2p)) R`. -/
theorem hasDerivAt_amplitude (h : AllowedRegion U p p₁ p₂ S) (hx : x ∈ U) :
    HasDerivAt (amplitude p) (-(p₁ x / (2 * p x)) * amplitude p x) x := by
  have hp := h.pos x hx
  have h1 : HasDerivAt (amplitude p) (-(p₁ x / (2 * √(p x))) / √(p x) ^ 2) x :=
    ((h.deriv_p x hx).sqrt hp.ne').inv (Real.sqrt_pos.mpr hp).ne'
  refine h1.congr_deriv ?_
  rw [Real.sq_sqrt hp.le, amplitude]
  ring

/-- In an allowed region the amplitude is twice differentiable, with
`R'' = (3p'²/(4p²) - p''/(2p)) R`. -/
theorem hasDerivAt_deriv_amplitude (h : AllowedRegion U p p₁ p₂ S) (hx : x ∈ U) :
    HasDerivAt (deriv (amplitude p))
      ((3 * p₁ x ^ 2 / (4 * p x ^ 2) - p₂ x / (2 * p x)) * amplitude p x) x := by
  -- the transport equation holds near `x`, so it may be differentiated
  have hev : deriv (amplitude p) =ᶠ[𝓝 x]
      fun y => -(p₁ y / (2 * p y)) * amplitude p y := by
    filter_upwards [h.isOpen.mem_nhds hx] with y hy
    exact (hasDerivAt_amplitude h hy).deriv
  refine HasDerivAt.congr_of_eventuallyEq ?_ hev
  refine ((hasDerivAt_slope h hx).fun_neg.fun_mul (hasDerivAt_amplitude h hx)).congr_deriv ?_
  ring

/-- In an allowed region the residual is `R''/R = 3p'²/(4p²) - p''/(2p)`. -/
theorem residual_eq (h : AllowedRegion U p p₁ p₂ S) (hx : x ∈ U) :
    residual p x = 3 * p₁ x ^ 2 / (4 * p x ^ 2) - p₂ x / (2 * p x) := by
  have hR : amplitude p x ≠ 0 := inv_ne_zero (Real.sqrt_pos.mpr (h.pos x hx)).ne'
  rw [residual, (hasDerivAt_deriv_amplitude h hx).deriv, mul_div_cancel_right₀ _ hR]

/-- In an allowed region the WKB function obeys `ψ' = (ip/ℏ - p'/(2p)) ψ`. -/
theorem hasDerivAt_wkb (ℏ : ℝ) (h : AllowedRegion U p p₁ p₂ S) (hx : x ∈ U) :
    HasDerivAt (wkb ℏ p S)
      ((((p x / ℏ : ℝ) : ℂ) * I - ((p₁ x / (2 * p x) : ℝ) : ℂ)) * wkb ℏ p S x) x := by
  have hphase := (((h.deriv_S x hx).div_const ℏ).ofReal_comp.mul_const I).cexp
  have hψ : HasDerivAt (wkb ℏ p S) _ x :=
    (hasDerivAt_amplitude h hx).ofReal_comp.fun_mul hphase
  refine hψ.congr_deriv ?_
  unfold wkb
  push_cast
  ring

/-- In an allowed region the WKB function is twice differentiable, with
`ψ'' = (R''/R - p²/ℏ²) ψ`. -/
theorem hasDerivAt_deriv_wkb (ℏ : ℝ) (h : AllowedRegion U p p₁ p₂ S) (hx : x ∈ U) :
    HasDerivAt (deriv (wkb ℏ p S))
      (((residual p x - p x ^ 2 / ℏ ^ 2 : ℝ) : ℂ) * wkb ℏ p S x) x := by
  have hev : deriv (wkb ℏ p S) =ᶠ[𝓝 x] fun y =>
      (((p y / ℏ : ℝ) : ℂ) * I - ((p₁ y / (2 * p y) : ℝ) : ℂ)) * wkb ℏ p S y := by
    filter_upwards [h.isOpen.mem_nhds hx] with y hy
    exact (hasDerivAt_wkb ℏ h hy).deriv
  have h1 := ((h.deriv_p x hx).div_const ℏ).ofReal_comp.mul_const I
  have h2 := (hasDerivAt_slope h hx).ofReal_comp
  refine HasDerivAt.congr_of_eventuallyEq ?_ hev
  refine ((h1.fun_sub h2).fun_mul (hasDerivAt_wkb ℏ h hx)).congr_deriv ?_
  have hp : (p x : ℂ) * (p x : ℂ)⁻¹ = 1 :=
    mul_inv_cancel₀ (ofReal_ne_zero.mpr (h.pos x hx).ne')
  rw [residual_eq h hx]
  push_cast
  -- the two imaginary terms `± i p'/ℏ` cancel
  linear_combination (-(I * p₁ x / ℏ) * wkb ℏ p S x) * hp +
    ((p x : ℂ) ^ 2 / (ℏ : ℂ) ^ 2 * wkb ℏ p S x) * I_sq

/-- For `ℏ ≠ 0`, the WKB function satisfies `ℏ²ψ'' + (p² - ℏ²R''/R)ψ = 0` exactly throughout
an allowed region, and its current `ℏ Im(conj(ψ) ψ')` equals 1 there. -/
theorem wkb_equation_and_current {ℏ : ℝ} (hℏ : ℏ ≠ 0)
    (h : AllowedRegion U p p₁ p₂ S) (hx : x ∈ U) :
    (ℏ : ℂ) ^ 2 * deriv (deriv (wkb ℏ p S)) x +
        ((p x ^ 2 - ℏ ^ 2 * residual p x : ℝ) : ℂ) * wkb ℏ p S x = 0 ∧
      ℏ * (conj (wkb ℏ p S x) * deriv (wkb ℏ p S) x).im = 1 := by
  have hp := h.pos x hx
  constructor
  · have hc : (ℏ : ℂ) ^ 2 / (ℏ : ℂ) ^ 2 = 1 :=
      div_self (pow_ne_zero 2 (ofReal_ne_zero.mpr hℏ))
    rw [(hasDerivAt_deriv_wkb ℏ h hx).deriv]
    push_cast
    linear_combination (-((p x : ℂ) ^ 2 * wkb ℏ p S x)) * hc
  · -- the density is the inverse momentum
    have hn : normSq (wkb ℏ p S x) = (p x)⁻¹ := by
      rw [normSq_eq_norm_sq, wkb, norm_mul, norm_exp_ofReal_mul_I, mul_one, norm_real,
        Real.norm_eq_abs, sq_abs, amplitude, inv_pow, Real.sq_sqrt hp.le]
    have e : ∀ c : ℂ, conj (wkb ℏ p S x) * (c * wkb ℏ p S x) = (((p x)⁻¹ : ℝ) : ℂ) * c := by
      intro c
      rw [← hn, normSq_eq_conj_mul_self]
      ring
    have him : ∀ a b : ℝ, ((a : ℂ) * I - (b : ℂ)).im = a := by
      intro a b
      simp
    rw [(hasDerivAt_wkb ℏ h hx).deriv, e, im_ofReal_mul, him]
    field_simp

/-- If `p² = 2m(E - V)` in an allowed region, with `m > 0` and `ℏ ≠ 0`, the WKB function solves the
Schrödinger equation at energy `E` exactly there, for the potential `V + (ℏ²/2m) R''/R`. -/
theorem schrodinger_corrected_potential {ℏ m E : ℝ} {V : ℝ → ℝ} (hℏ : ℏ ≠ 0) (hm : 0 < m)
    (h : AllowedRegion U p p₁ p₂ S) (hE : ∀ y ∈ U, p y ^ 2 = 2 * m * (E - V y))
    (hx : x ∈ U) :
    -((ℏ : ℂ) ^ 2 / (2 * m)) * deriv (deriv (wkb ℏ p S)) x +
      ((V x + ℏ ^ 2 / (2 * m) * residual p x : ℝ) : ℂ) * wkb ℏ p S x =
        E * wkb ℏ p S x := by
  have hw := (wkb_equation_and_current hℏ h hx).1
  have hmm : (m : ℂ) / m = 1 := div_self (ofReal_ne_zero.mpr hm.ne')
  rw [hE x hx] at hw
  push_cast at hw ⊢
  linear_combination (-1 / (2 * (m : ℂ))) * hw + ((E : ℂ) - V x) * wkb ℏ p S x * hmm

/-- For `ℏ ≠ 0`, the WKB function satisfies the uncorrected equation `ℏ²ψ'' + p²ψ = 0` at a point
of an allowed region if and only if `2pp'' = 3p'²` at that point. -/
theorem wkb_exact_iff {ℏ : ℝ} (hℏ : ℏ ≠ 0) (h : AllowedRegion U p p₁ p₂ S) (hx : x ∈ U) :
    (ℏ : ℂ) ^ 2 * deriv (deriv (wkb ℏ p S)) x + (p x : ℂ) ^ 2 * wkb ℏ p S x = 0 ↔
      2 * p x * p₂ x = 3 * p₁ x ^ 2 := by
  have hp := h.pos x hx
  have hψ : wkb ℏ p S x ≠ 0 :=
    mul_ne_zero (ofReal_ne_zero.mpr (inv_ne_zero (Real.sqrt_pos.mpr hp).ne')) (exp_ne_zero _)
  have hw := (wkb_equation_and_current hℏ h hx).1
  -- what is left over is `ℏ²` times the residual times the wave function
  have key : (ℏ : ℂ) ^ 2 * deriv (deriv (wkb ℏ p S)) x + (p x : ℂ) ^ 2 * wkb ℏ p S x =
      ((ℏ ^ 2 * residual p x : ℝ) : ℂ) * wkb ℏ p S x := by
    push_cast at hw ⊢
    linear_combination hw
  have hr : residual p x = (3 * p₁ x ^ 2 - 2 * p x * p₂ x) / (4 * p x ^ 2) := by
    rw [residual_eq h hx]
    field_simp
    ring
  have h4 : 4 * p x ^ 2 ≠ 0 := by positivity
  rw [key, mul_eq_zero, or_iff_left hψ, ofReal_eq_zero, mul_eq_zero,
    or_iff_right (pow_ne_zero 2 hℏ), hr, div_eq_zero_iff, or_iff_left h4]
  constructor <;> intro h0 <;> linarith

/-- The half-line `x > 0` with `p = 1/x²` and `S = -1/x` is an allowed region, and for `ℏ ≠ 0` its
WKB function solves `ℏ²ψ'' + p²ψ = 0` exactly there. -/
theorem inverse_square_momentum_witness {ℏ : ℝ} (hℏ : ℏ ≠ 0) :
    AllowedRegion (Set.Ioi 0) (fun x => 1 / x ^ 2) (fun x => -2 / x ^ 3)
        (fun x => 6 / x ^ 4) (fun x => -1 / x) ∧
      ∀ x : ℝ, 0 < x →
        (ℏ : ℂ) ^ 2 * deriv (deriv (wkb ℏ (fun x => 1 / x ^ 2) (fun x => -1 / x))) x +
          ((1 / x ^ 2 : ℝ) : ℂ) ^ 2 * wkb ℏ (fun x => 1 / x ^ 2) (fun x => -1 / x) x = 0 := by
  have h : AllowedRegion (Set.Ioi 0) (fun x => 1 / x ^ 2) (fun x => -2 / x ^ 3)
      (fun x => 6 / x ^ 4) (fun x => -1 / x) := by
    refine ⟨isOpen_Ioi, ?_, ?_, ?_, ?_⟩ <;> intro x hx <;> have hx0 : 0 < x := hx
    · positivity
    · refine ((hasDerivAt_const x (1 : ℝ)).fun_div (hasDerivAt_pow 2 x)
        (pow_ne_zero 2 hx0.ne')).congr_deriv ?_
      simp only [Nat.cast_ofNat, Nat.reduceSub, pow_one]
      field_simp
      ring
    · refine ((hasDerivAt_const x (-2 : ℝ)).fun_div (hasDerivAt_pow 3 x)
        (pow_ne_zero 3 hx0.ne')).congr_deriv ?_
      simp only [Nat.cast_ofNat, Nat.reduceSub]
      field_simp
      ring
    · refine ((hasDerivAt_const x (-1 : ℝ)).fun_div (hasDerivAt_id' x) hx0.ne').congr_deriv ?_
      ring
  refine ⟨h, fun x hx => (wkb_exact_iff hℏ h hx).2 ?_⟩
  show 2 * (1 / x ^ 2) * (6 / x ^ 4) = 3 * (-2 / x ^ 3) ^ 2
  ring

end

end WKBResidual
```

```lean
#print axioms WKBResidual.schrodinger_corrected_potential
```

```
'WKBResidual.schrodinger_corrected_potential' depends on axioms: [propext, Classical.choice, Quot.sound]
```

## An exact equation and a unit current

The wave function is
$$\psi = R\,e^{iS/\hbar},\qquad R = p^{-1/2},\qquad S' = p .$$
The theorem `wkb_equation_and_current` says that at every point of $U$, for real $\hbar\neq 0$,
$$\hbar^2\psi'' + \left(p^2 - \hbar^2\frac{R''}{R}\right)\psi = 0,\qquad \hbar\,\mathrm{Im}(\psi^*\psi') = 1 .$$
With $\hbar=1$ and $U=\mathbb R$ the equation becomes $\psi'' + (p^2 - R''/R)\psi = 0$ on the whole line.

The hypotheses are collected in `AllowedRegion U p p₁ p₂ S`: $U$ is open, $p$ is positive on it, `p₁` and `p₂` are the first and second derivatives of $p$ there, and $S$ has slope $p$. The subscripts count derivatives and do not label particles or components. The functions `amplitude p`, `wkb ℏ p S` and `residual p` are $R$, $\psi$ and $R''/R$. The name "residual" thus refers to the ratio $R''/R$; what is left over when $\psi$ is put into the uncorrected equation is $\hbar^2(R''/R)\psi$. Both derivatives of $\psi$ are proved to exist on $U$, so `deriv` has its ordinary meaning there.

The current is written without the mass. The usual probability current $(\hbar/m)\,\mathrm{Im}(\psi^*\psi')$ of this wave is $1/m$.

## The potential that the wave belongs to

For a particle of mass $m>0$ and energy $E$ in a potential $V$, the classical momentum satisfies $p^2 = 2m(E-V)$. Dividing the exact equation by $2m$ and rearranging gives
$$-\frac{\hbar^2}{2m}\psi'' + \left(V + \frac{\hbar^2}{2m}\frac{R''}{R}\right)\psi = E\psi ,$$
which is `schrodinger_corrected_potential`. For a single particle in one dimension, away from turning points, the added potential, acting on $\psi$, therefore cancels the term $-(\hbar^2/2m)(R''/R)\psi$ that is left over when the first-order WKB wave is put into the Schrödinger equation for $V$, and it can be computed from $p$ and its first two derivatives. Through $p$ it generally depends on $E$, so waves of different energies generally solve equations with different corrected potentials.

The theorem `wkb_exact_iff` identifies the points where nothing is neglected: $\psi$ satisfies $\hbar^2\psi''+p^2\psi=0$ at a point of $U$ exactly when $2pp''=3p'^2$ there. A constant momentum meets this condition. So does $p=1/x^2$ on $x>0$, in dimensionless units, with $S=-1/x$. Its amplitude is $R=x$, whose second derivative vanishes, and $\psi = x\,e^{-i/(\hbar x)}$.

Positivity of $p$ excludes turning points and forbidden regions, and neither a boundary condition nor square-integrability is imposed on $\psi$, so $E$ need not be a bound-state energy. Besides the treatment of turning points and boundary conditions, a real problem would call for an error estimate: the theorems give the potential for which $\psi$ is exact, but do not bound its distance from a solution for $V$ itself.

## Differentiating the amplitude

From $R=p^{-1/2}$,
$$R' = -\tfrac12 p^{-3/2}p' = -\frac{p'}{2p}R .$$
This is `hasDerivAt_amplitude`, obtained from the rules for square roots and inverses. The quotient rule, in `hasDerivAt_slope`, gives
$$\left(\frac{p'}{2p}\right)' = \frac{p''}{2p} - \frac{p'^2}{2p^2}.$$
Differentiating $R'$ by the product rule then yields
$$R'' = \left(-\frac{p''}{2p}+\frac{p'^2}{2p^2}+\frac{p'^2}{4p^2}\right)R
= \left(\frac{3p'^2}{4p^2}-\frac{p''}{2p}\right)R .$$

In `hasDerivAt_deriv_amplitude` the formula for $R'$ is differentiated, so it must hold near $x$ and not only at $x$. The openness of $U$ supplies this: `filter_upwards` establishes the formula on a neighbourhood, and `HasDerivAt.congr_of_eventuallyEq` transfers the derivative. Division by $R\neq0$ gives `residual_eq`.

## The imaginary terms cancel

Differentiating amplitude and phase together gives, in `hasDerivAt_wkb`,
$$\psi' = a\psi,\qquad a = \frac{ip}{\hbar}-\frac{p'}{2p}.$$
Hence $\psi''=(a'+a^2)\psi$, where
$$a' = \frac{ip'}{\hbar}-\frac{p''}{2p}+\frac{p'^2}{2p^2},\qquad
a^2 = -\frac{p^2}{\hbar^2}-\frac{ip'}{\hbar}+\frac{p'^2}{4p^2}.$$
The terms $\pm ip'/\hbar$ cancel, and the remaining derivatives of $p$ add up to $R''/R$:
$$\psi'' = \left(\frac{R''}{R}-\frac{p^2}{\hbar^2}\right)\psi .$$
This is `hasDerivAt_deriv_wkb`, which uses the same neighbourhood argument. Its closing `linear_combination` does the algebra with $p\,p^{-1}=1$ and $i^2=-1$. Multiplying by $\hbar^2$ gives the wave equation.

For the current, the phase factor has modulus one, so $|\psi|^2=R^2=1/p$; this is the step `hn`. Then
$$\psi^*\psi' = |\psi|^2a = \frac{a}{p},\qquad
\hbar\,\mathrm{Im}\frac{a}{p} = \hbar\cdot\frac1p\cdot\frac p\hbar = 1 .$$
The steps `e` and `him` carry out the factorisation and take the imaginary part.

For the exactness criterion, the wave equation is rearranged in `key`, and $R''/R$ is written over one denominator in `hr`:
$$\hbar^2\psi''+p^2\psi = \hbar^2\frac{R''}{R}\psi,\qquad
\frac{R''}{R}=\frac{3p'^2-2pp''}{4p^2}.$$
Since $\hbar$, $\psi$ and $p$ are nonzero, the right-hand side vanishes exactly when the numerator does. In `inverse_square_momentum_witness` the derivatives $p'=-2/x^3$ and $p''=6/x^4$ are checked first, and both sides of the criterion then equal $12/x^6$.

## Defining the action by an integral

If $U$ is an open interval containing a point $x_0$, the action could be defined as
$$S(x)=\int_{x_0}^x p(y)\,dy .$$
The relation $S'=p$ would then follow from the continuity of $p$ and would no longer be a hypothesis. This would fix $S(x_0)=0$, and with it the constant phase of $\psi$, but leave the wave equation and the current unchanged. The present form also allows a region made of several separate intervals, with an independent constant in $S$ on each.
